# A curvature bound on the difference between the Kresse and Blöchl PAW exchange-correlation energies for local functionals, and its failure for a gradient functional

PAW codes differ in whether the compensation density enters the exchange-correlation energy, and to compare the two conventions this note writes both for an arbitrary functional E of the density, with every term evaluated on one common grid or interval. Let a be the smooth pseudo density, b its one-centre expansion, n the one-centre all-electron density and c the compensation density; core contributions are taken to be included in a, b and n. Then

E_Blöchl = E[a] + E[n] − E[b]

E_Kresse = E[a + c] + E[n] − E[b + c].

## The difference and its bound

The all-electron term cancels, which leaves

D = E_Kresse − E_Blöchl = E[a + c] − E[b + c] − E[a] + E[b].

For a local functional E[n] = Σ w f(n) with weights w ≥ 0, suppose that |f''| ≤ M on a convex set S of density values that contains a, b, a + c and b + c at every grid point. Then

|D| ≤ M Σ w |a − b| |c|.

Here f is the energy per volume, not the energy per electron of many textbooks. Its second derivative is the local exchange-correlation kernel of density-functional perturbation theory, so M limits how fast the local potential f' changes with density.

For the gradient functional E[n] = ∫ n'² dx over [0, 2π], with b continuously differentiable, a − b = ε cos(kx), c = cos(kx) and k a non-negative integer,

D = 2π ε k².

## Comparing energies between PAW codes

When total energies from codes with different conventions are compared, D is part of the discrepancy. For a local functional it vanishes if a = b wherever c is nonzero, as for a complete partial-wave expansion inside the augmentation spheres. With a truncated expansion and a local functional, the bound gives an upper limit on |D| from quantities on the grid, provided that one grid serves all terms.

For LDA exchange, f(n) = −C n^(4/3) with C > 0, the kernel diverges at zero density. Grid points with c = 0 add nothing to D and can be left out. If all four densities are at least some n₀ > 0 at the remaining points, one can take S = [n₀, ∞) and M = (4/9) C n₀^(−2/3). A compensation density that drives a + c or b + c to zero or below rules out this choice.

As an example, take one grid point with w = 1, C = 1, b = 1, a = 1.1 and c = 0.5. Then

D = −1.6^(4/3) + 1.5^(4/3) + 1.1^(4/3) − 1 ≈ −0.0188.

With n₀ = 1, the bound is (4/9) · 0.1 · 0.5 ≈ 0.0222.

## From the kernel to the energy, and the gradient case

At one grid point, set g(t) = f(t + c) − f(t). For t between b and a, convexity puts both t and t + c in S. The mean value inequality for f' gives

|g'(t)| = |f'(t + c) − f'(t)| ≤ M |c|.

Applied to g between b and a, it gives

|f(a + c) − f(b + c) − f(a) + f(b)| = |g(a) − g(b)| ≤ M |a − b| |c|.

Multiplying by w ≥ 0, summing and using the triangle inequality gives the bound on D.

The constant is sharp. For f(n) = M n²/2 with M ≥ 0,

(M/2) [(a + c)² − (b + c)² − a² + b²] = M (a − b) c,

so equality holds when (a − b)c ≥ 0 at every point.

For the gradient functional, expand (u' + c')² = u'² + 2u'c' + c'² for u = a and u = b, and subtract:

D = 2 ∫ (a' − b') c' dx.

For the density waves, a' − b' = −εk sin(kx) and c' = −k sin(kx), so the integrand is εk² sin²(kx). An antiderivative is

εk² x/2 − (εk/2) sin(kx) cos(kx).

The sine vanishes at both ends, so the integral is πεk² and D = 2πεk². For k = 0 both sides are zero.

The overlap that would enter a bound of the local type is, for k ≥ 1,

∫ |a − b| |c| dx = |ε| ∫ cos²(kx) dx = π|ε|,

from the antiderivative |ε|x/2 + (|ε|/(2k)) sin(kx) cos(kx). It doesn't depend on k, while D grows as k². Given M and ε > 0, choose a natural number m > M and set k = m + 1. Then 2k² > M, hence D > Mπε, and no constant M works for all k. With ε = 0.01, going from k = 1 to k = 10 raises D from 0.063 to 6.28 while the overlap stays at 0.031.

## Lean source for the bound and the gradient counterexample

```lean
import Mathlib

open MeasureTheory Real

namespace PAWCompensationXC

noncomputable section

/-- Blöchl's PAW exchange-correlation energy for a functional `E`: smooth density `a`,
its one-centre expansion `b`, and one-centre all-electron density `n`. -/
def blochlXC {X : Type*} (E : (X → ℝ) → ℝ) (a b n : X → ℝ) : ℝ :=
  E a + E n - E b

/-- Kresse's form, in which the compensation density `c` is added to both
pseudo densities `a` and `b`. -/
def kresseXC {X : Type*} (E : (X → ℝ) → ℝ) (a b c n : X → ℝ) : ℝ :=
  E (a + c) + E n - E (b + c)

/-- A local functional with energy density `f`, summed over a grid with weights `w`. -/
def localXC {ι : Type*} [Fintype ι] (w : ι → ℝ) (f : ℝ → ℝ) (n : ι → ℝ) : ℝ :=
  ∑ i, w i * f (n i)

/-- The gradient functional: the integral of the squared density gradient over `[0, 2π]`. -/
def gradXC (n : ℝ → ℝ) : ℝ := ∫ x in (0 : ℝ)..(2 * π), deriv n x ^ 2

/-- The density wave `cos (k x)`. -/
def wave (k : ℕ) : ℝ → ℝ := fun x => Real.cos (k * x)

/-- At one point, if `|f''| ≤ M` on a convex set containing the four densities, the mixed
second difference of `f` is at most `M |a - b| |c|`. -/
theorem second_difference_bound {S : Set ℝ} (hS : Convex ℝ S) {f f' f'' : ℝ → ℝ} {M : ℝ}
    (hf : ∀ x ∈ S, HasDerivAt f (f' x) x) (hf' : ∀ x ∈ S, HasDerivAt f' (f'' x) x)
    (hM : ∀ x ∈ S, |f'' x| ≤ M) {a b c : ℝ} (ha : a ∈ S) (hb : b ∈ S)
    (hac : a + c ∈ S) (hbc : b + c ∈ S) :
    |f (a + c) - f (b + c) - f a + f b| ≤ M * (|a - b| * |c|) := by
  have h1 : ∀ t ∈ segment ℝ b a, t ∈ S := fun t ht => hS.segment_subset hb ha ht
  have h2 : ∀ t ∈ segment ℝ b a, t + c ∈ S := by
    rintro t ⟨p, q, hp, hq, hpq, rfl⟩
    have h := hS hbc hac hp hq hpq
    have e : p • b + q • a + c = p • (b + c) + q • (a + c) := by
      simp only [smul_eq_mul]
      linear_combination (-c) * hpq
    rw [e]
    exact h
  -- the potential f' changes by at most M |c| when c is added
  have h3 : ∀ t ∈ segment ℝ b a, ‖f' (t + c) - f' t‖ ≤ M * |c| := by
    intro t ht
    have h := hS.norm_image_sub_le_of_norm_hasDerivWithin_le
      (fun x hx => (hf' x hx).hasDerivWithinAt) hM (h1 t ht) (h2 t ht)
    rwa [add_sub_cancel_left, Real.norm_eq_abs c] at h
  -- the mean value inequality once more, between b and a
  have h4 : ∀ t ∈ segment ℝ b a, HasDerivWithinAt (fun s => f (s + c) - f s)
      (f' (t + c) - f' t) (segment ℝ b a) t := fun t ht =>
    ((HasDerivAt.comp_add_const t c (hf _ (h2 t ht))).fun_sub
      (hf t (h1 t ht))).hasDerivWithinAt
  have h := (convex_segment b a).norm_image_sub_le_of_norm_hasDerivWithin_le h4 h3
    (left_mem_segment ℝ b a) (right_mem_segment ℝ b a)
  rw [Real.norm_eq_abs, Real.norm_eq_abs] at h
  calc |f (a + c) - f (b + c) - f a + f b|
      = |f (a + c) - f a - (f (b + c) - f b)| := by congr 1; ring
    _ ≤ M * |c| * |a - b| := h
    _ = M * (|a - b| * |c|) := by ring

/-- For a local functional with nonnegative weights and `|f''| ≤ M` on a convex set containing
all pseudo densities with and without compensation, the Kresse and Blöchl energies differ by at
most `M ∑ w |a - b| |c|`. -/
theorem kresse_sub_blochl_bound {ι : Type*} [Fintype ι] {S : Set ℝ} (hS : Convex ℝ S)
    {f f' f'' : ℝ → ℝ} {M : ℝ}
    (hf : ∀ x ∈ S, HasDerivAt f (f' x) x) (hf' : ∀ x ∈ S, HasDerivAt f' (f'' x) x)
    (hM : ∀ x ∈ S, |f'' x| ≤ M) {w a b c : ι → ℝ} (n : ι → ℝ) (hw : ∀ i, 0 ≤ w i)
    (ha : ∀ i, a i ∈ S) (hb : ∀ i, b i ∈ S)
    (hac : ∀ i, a i + c i ∈ S) (hbc : ∀ i, b i + c i ∈ S) :
    |kresseXC (localXC w f) a b c n - blochlXC (localXC w f) a b n|
      ≤ M * ∑ i, w i * (|a i - b i| * |c i|) := by
  have e : kresseXC (localXC w f) a b c n - blochlXC (localXC w f) a b n
      = ∑ i, w i * (f (a i + c i) - f (b i + c i) - f (a i) + f (b i)) := by
    simp only [kresseXC, blochlXC, localXC, Pi.add_apply, mul_add, mul_sub,
      Finset.sum_add_distrib, Finset.sum_sub_distrib]
    ring
  rw [e, Finset.mul_sum]
  refine (Finset.abs_sum_le_sum_abs _ _).trans (Finset.sum_le_sum fun i _ => ?_)
  rw [abs_mul, abs_of_nonneg (hw i)]
  have h := mul_le_mul_of_nonneg_left
    (second_difference_bound hS hf hf' hM (ha i) (hb i) (hac i) (hbc i)) (hw i)
  linarith

/-- For the quadratic energy density `M n² / 2` the difference equals `M ∑ w |a - b| |c|`
whenever `a - b` and `c` nowhere have opposite signs. -/
theorem bound_attained {ι : Type*} [Fintype ι] (M : ℝ) (w a b c n : ι → ℝ)
    (h : ∀ i, 0 ≤ (a i - b i) * c i) :
    kresseXC (localXC w fun x => M / 2 * x ^ 2) a b c n
        - blochlXC (localXC w fun x => M / 2 * x ^ 2) a b n
      = M * ∑ i, w i * (|a i - b i| * |c i|) := by
  have e : ∀ i, |a i - b i| * |c i| = (a i - b i) * c i := fun i => by
    rw [← abs_mul, abs_of_nonneg (h i)]
  simp only [e, kresseXC, blochlXC, localXC, Pi.add_apply, Finset.mul_sum]
  have s : ∑ i, M * (w i * ((a i - b i) * c i))
      = ∑ i, w i * (M / 2 * (a i + c i) ^ 2) - ∑ i, w i * (M / 2 * (b i + c i) ^ 2)
        - ∑ i, w i * (M / 2 * a i ^ 2) + ∑ i, w i * (M / 2 * b i ^ 2) := by
    rw [← Finset.sum_sub_distrib, ← Finset.sum_sub_distrib, ← Finset.sum_add_distrib]
    exact Finset.sum_congr rfl fun i _ => by ring
  rw [s]
  ring

/-- For the gradient functional and continuously differentiable densities, the difference is
twice the overlap of the gradients of `a - b` and `c`. -/
theorem gradient_difference {a b c : ℝ → ℝ} (n : ℝ → ℝ) (ha : ContDiff ℝ 1 a)
    (hb : ContDiff ℝ 1 b) (hc : ContDiff ℝ 1 c) :
    kresseXC gradXC a b c n - blochlXC gradXC a b n
      = 2 * ∫ x in (0 : ℝ)..(2 * π), (deriv a x - deriv b x) * deriv c x := by
  have hc' : Continuous (deriv c) := hc.continuous_deriv (by simp)
  have hi : ∀ g : ℝ → ℝ, Continuous g → IntervalIntegrable g volume 0 (2 * π) :=
    fun g hg => hg.intervalIntegrable _ _
  -- expand the square of the gradient of u + c
  have e : ∀ u : ℝ → ℝ, ContDiff ℝ 1 u → gradXC (u + c) = gradXC u + gradXC c
      + ∫ x in (0 : ℝ)..(2 * π), 2 * (deriv u x * deriv c x) := by
    intro u hu
    have hu' : Continuous (deriv u) := hu.continuous_deriv (by simp)
    unfold gradXC
    rw [← intervalIntegral.integral_add (hi _ (by fun_prop)) (hi _ (by fun_prop)),
      ← intervalIntegral.integral_add (hi _ (by fun_prop)) (hi _ (by fun_prop))]
    refine intervalIntegral.integral_congr fun x _ => ?_
    have hd : deriv (u + c) x = deriv u x + deriv c x :=
      ((hu.differentiable (by simp) x).hasDerivAt.add
        (hc.differentiable (by simp) x).hasDerivAt).deriv
    simp only [hd]
    ring
  have ha' : Continuous (deriv a) := ha.continuous_deriv (by simp)
  have hb' : Continuous (deriv b) := hb.continuous_deriv (by simp)
  simp only [kresseXC, blochlXC, e a ha, e b hb, sub_mul, intervalIntegral.integral_const_mul]
  rw [intervalIntegral.integral_sub (hi _ (by fun_prop)) (hi _ (by fun_prop))]
  ring

/-- The gradient of the density wave `cos (k x)` is `-k sin (k x)`. -/
theorem wave_hasDerivAt (k : ℕ) (x : ℝ) :
    HasDerivAt (wave k) (-(k * Real.sin (k * x))) x :=
  (((hasDerivAt_id' x).const_mul (k : ℝ)).cos).congr_deriv (by ring)

/-- The derivative of `sin (k x) cos (k x)` is `k (cos² (k x) - sin² (k x))`. -/
theorem sin_mul_wave_hasDerivAt (k : ℕ) (x : ℝ) :
    HasDerivAt (fun y => Real.sin (k * y) * wave k y)
      (k * (Real.cos (k * x) ^ 2 - Real.sin (k * x) ^ 2)) x :=
  ((((hasDerivAt_id' x).const_mul (k : ℝ)).sin).fun_mul (wave_hasDerivAt k x)).congr_deriv
    (by simp only [wave]; ring)

/-- The function `sin (k x)` vanishes at the end `x = 2π` of the period. -/
theorem sin_period (k : ℕ) : Real.sin (k * (2 * π)) = 0 := by
  have h := Real.sin_nat_mul_pi (2 * k)
  push_cast at h
  rw [show (k : ℝ) * (2 * π) = 2 * k * π by ring]
  exact h

/-- For the gradient functional, a continuously differentiable `b`, `a - b = ε cos (k x)` and
`c = cos (k x)`, the Kresse energy minus the Blöchl energy is `2 π ε k²`. -/
theorem gradient_ripple {b : ℝ → ℝ} (hb : ContDiff ℝ 1 b) (n : ℝ → ℝ) (ε : ℝ) (k : ℕ) :
    kresseXC gradXC (b + ε • wave k) b (wave k) n - blochlXC gradXC (b + ε • wave k) b n
      = 2 * π * ε * k ^ 2 := by
  have hw : ContDiff ℝ 1 (wave k) := by unfold wave; fun_prop
  have ha : ContDiff ℝ 1 (b + ε • wave k) := hb.add (hw.const_smul ε)
  have hwd : ∀ x, deriv (wave k) x = -(k * Real.sin (k * x)) :=
    fun x => (wave_hasDerivAt k x).deriv
  rw [gradient_difference n ha hb hw]
  have hd : ∀ x, deriv (b + ε • wave k) x = deriv b x + ε * (-(k * Real.sin (k * x))) :=
    fun x => ((hb.differentiable (by simp) x).hasDerivAt.add
      ((wave_hasDerivAt k x).const_smul ε)).deriv
  simp only [hd, hwd]
  -- an explicit antiderivative of the gradient overlap
  rw [intervalIntegral.integral_eq_sub_of_hasDerivAt
    (f := fun x => ε * k ^ 2 / 2 * x - ε * k / 2 * (Real.sin (k * x) * wave k x))
    (fun x _ => (((hasDerivAt_id' x).const_mul (ε * (k : ℝ) ^ 2 / 2)).fun_sub
      ((sin_mul_wave_hasDerivAt k x).const_mul (ε * (k : ℝ) / 2))).congr_deriv (by
        linear_combination (-(ε * (k : ℝ) ^ 2 / 2)) * Real.sin_sq_add_cos_sq (k * x)))
    (Continuous.intervalIntegrable (by
      have hb' : Continuous (deriv b) := hb.continuous_deriv (by simp)
      fun_prop) _ _)]
  simp only [sin_period, mul_zero, Real.sin_zero, zero_mul]
  ring

/-- For `k ≠ 0`, `a - b = ε cos (k x)` and `c = cos (k x)`, the integral of `|a - b| |c|`
over `[0, 2π]` is `π |ε|`. -/
theorem ripple_overlap (b : ℝ → ℝ) (ε : ℝ) {k : ℕ} (hk : k ≠ 0) :
    ∫ x in (0 : ℝ)..(2 * π), |(b + ε • wave k) x - b x| * |wave k x| = π * |ε| := by
  have hk' : (k : ℝ) ≠ 0 := Nat.cast_ne_zero.mpr hk
  have e : ∀ x, |(b + ε • wave k) x - b x| * |wave k x| = |ε| * Real.cos (k * x) ^ 2 := by
    intro x
    simp only [Pi.add_apply, Pi.smul_apply, smul_eq_mul, add_sub_cancel_left, abs_mul, wave]
    rw [mul_assoc, abs_mul_abs_self, sq]
  simp only [e]
  rw [intervalIntegral.integral_eq_sub_of_hasDerivAt
    (f := fun x => |ε| / 2 * x + |ε| / (2 * k) * (Real.sin (k * x) * wave k x))
    (fun x _ => (((hasDerivAt_id' x).const_mul (|ε| / 2)).fun_add
      ((sin_mul_wave_hasDerivAt k x).const_mul (|ε| / (2 * (k : ℝ))))).congr_deriv (by
        have h : |ε| / (2 * (k : ℝ)) * (k * (Real.cos (k * x) ^ 2 - Real.sin (k * x) ^ 2))
            = |ε| / 2 * (Real.cos (k * x) ^ 2 - Real.sin (k * x) ^ 2) := by
          field_simp
        rw [h]
        linear_combination (-(|ε| / 2)) * Real.sin_sq_add_cos_sq (k * x)))
    (Continuous.intervalIntegrable (by fun_prop) _ _)]
  simp only [sin_period, mul_zero, Real.sin_zero, zero_mul]
  ring

/-- For the gradient functional no constant `M` bounds the difference by `M ∫ |a - b| |c|`: for each
`ε > 0` and continuously differentiable `b`, there is a `k` for which the difference with
`a = b + ε cos (k x)` and `c = cos (k x)` exceeds it. -/
theorem no_local_bound_for_gradient {b : ℝ → ℝ} (hb : ContDiff ℝ 1 b) (n : ℝ → ℝ)
    {ε : ℝ} (hε : 0 < ε) (M : ℝ) :
    ∃ k : ℕ, M * ∫ x in (0 : ℝ)..(2 * π), |(b + ε • wave k) x - b x| * |wave k x|
      < kresseXC gradXC (b + ε • wave k) b (wave k) n
        - blochlXC gradXC (b + ε • wave k) b n := by
  obtain ⟨m, hm⟩ := exists_nat_gt M
  refine ⟨m + 1, ?_⟩
  rw [gradient_ripple hb, ripple_overlap b ε (Nat.succ_ne_zero m), abs_of_pos hε]
  have hm0 : (0 : ℝ) ≤ m := Nat.cast_nonneg m
  have h : M < 2 * ((m + 1 : ℕ) : ℝ) ^ 2 := by
    push_cast
    nlinarith
  have hp := mul_lt_mul_of_pos_right h (mul_pos Real.pi_pos hε)
  linarith

end

end PAWCompensationXC
```

```lean
#print axioms PAWCompensationXC.kresse_sub_blochl_bound
#print axioms PAWCompensationXC.bound_attained
#print axioms PAWCompensationXC.no_local_bound_for_gradient
```

```
'PAWCompensationXC.kresse_sub_blochl_bound' depends on axioms: [propext, Classical.choice, Quot.sound]
'PAWCompensationXC.bound_attained' depends on axioms: [propext, Classical.choice, Quot.sound]
'PAWCompensationXC.no_local_bound_for_gradient' depends on axioms: [propext, Classical.choice, Quot.sound]
```

## What the theorems say about densities and functionals

`blochlXC` and `kresseXC` accept any functional `E` of real-valued functions on a set `X`. In `localXC`, `X` is a finite index set of grid points; in `gradXC`, it is the real line, with the integral taken over [0, 2π].

The main theorem is `kresse_sub_blochl_bound`. The names `f'` and `f''` stand for separate functions, tied to `f` by the derivative hypotheses `hf` and `hf'` on `S`. The hypotheses `ha`, `hb`, `hac` and `hbc` place the four densities in `S` at every point. The density `n` is unrestricted because its term cancels.

`bound_attained` gives the quadratic equality. `gradient_difference` gives the gradient overlap for continuously differentiable a, b and c, and `gradient_ripple` evaluates it for `wave k`, the function cos(kx). `no_local_bound_for_gradient` says that for every such b, every ε > 0 and every real M, some k makes D exceed M times the overlap.

## How the Lean proofs carry out the estimates

In `second_difference_bound`, `h1` and `h2` show that t and t + c remain in `S`. Step `h3` is the mean value inequality for f', `h4` supplies the derivative of g, and the final `h` applies the inequality again between b and a. The main theorem rewrites D as one weighted sum and bounds it term by term. `bound_attained` replaces the product of absolute values by (a − b)c and expands the squares.

In `gradient_difference`, the local statement `e` expands the squared gradient of u + c; continuity of the derivatives justifies splitting the integrals. `wave_hasDerivAt`, `sin_mul_wave_hasDerivAt` and `sin_period` provide the derivatives and endpoint value for the antiderivatives in `gradient_ripple` and `ripple_overlap`. The last theorem combines these two results with the choice k = m + 1.

## From one common grid to a production calculation

A production code usually evaluates the smooth term on a regular grid over the cell and the one-centre terms on radial grids inside the spheres. Passing from the common grid to these separate grids adds quadrature differences, which need their own estimate.

The local bound is for a single density without spin. The functional ∫ n'² is a one-dimensional model of gradient dependence, not a GGA in practical use, so its k² growth is not a prediction for a particular functional. The growth also needs a compensation density that varies as fast as the error a − b: if c = cos(jx) with an integer j ≥ 0 different from k, then D is zero. The growth doesn't rely on negative densities: a constant b > 1 + ε keeps all four densities positive.

The results concern energies at fixed densities. A small D does not by itself make its derivatives small, so forces and the second-order energies of perturbation theory call for separate bounds.
